# Newton's iteration for the matrix sign converges for diagonalisable matrices with no eigenvalue on the imaginary axis

## Can the sign of a matrix be reached by averaging it with its inverse?

I would like to specify a diagonalisable matrix by its data, an invertible matrix R of eigenvectors and a list e of complex eigenvalues, so that H = R diag(e) R⁻¹. Suppose that no eᵢ has zero real part. I then start from X₀ = H and repeat

Xₖ₊₁ = (Xₖ + Xₖ⁻¹)/2.

The claim is that no Xₖ is ever singular, and that Xₖ tends to R diag(s) R⁻¹, where sᵢ = ±1 is the sign of Re eᵢ. From this limit I could read off the projector onto the eigenvectors with Re eᵢ > 0 without diagonalising anything. Can this be derived rigorously, with a proof that a machine has checked?

## The iteration acts on each eigenvalue separately

Yes. With H given as R diag(e) R⁻¹, the matrix problem reduces to the same iteration for single complex numbers, which can be solved in closed form.

### One complex number

Let x₀ = z with Re z ≠ 0, and let xₖ₊₁ = (xₖ + 1/xₖ)/2. Since Re(1/x) = Re x / |x|², the real parts obey

Re xₖ₊₁ = ½ (1 + 1/|xₖ|²) Re xₖ.

The factor is positive, so every iterate stays in the open half-plane where it started. In particular no iterate is zero, and each division is legitimate.

Now take Re z > 0. Putting each expression over 2xₖ gives two perfect squares:

xₖ₊₁ − 1 = (xₖ − 1)²/(2xₖ)

xₖ₊₁ + 1 = (xₖ + 1)²/(2xₖ)

The Cayley transform qₖ = (xₖ − 1)/(xₖ + 1) is therefore squared at each step, so that

qₖ = q₀^(2ᵏ).

Its denominator cannot vanish, because Re xₖ > 0. The starting value satisfies

|z + 1|² − |z − 1|² = 4 Re z > 0,

hence |q₀| < 1 and qₖ → 0. Solving for the iterate gives

xₖ = (1 + qₖ)/(1 − qₖ) → 1.

For Re z < 0, note that the map x ↦ (x + 1/x)/2 is odd. The iterates from z are minus those from −z, so they tend to −1.

### From numbers to matrices

Write xₖ(z) for the k-th iterate started at z. By induction,

Xₖ = R diag(xₖ(eᵢ)) R⁻¹.

This holds for k = 0. If it holds for k, then Xₖ has the inverse R diag(1/xₖ(eᵢ)) R⁻¹, because no xₖ(eᵢ) is zero, and averaging the two matrices averages their diagonals. So every Xₖ is invertible. The number of eigenvalues is finite and the product R diag(f) R⁻¹ depends continuously on f, so Xₖ converges to

S = R diag(s) R⁻¹.

Since 1 = R diag(1) R⁻¹, the matrix P = (1 + S)/2 has the eigenvalue (1 + sᵢ)/2 on the i-th column of R. This is 1 for Re eᵢ > 0 and 0 for Re eᵢ < 0. Hence P² = P, and P commutes with H because both are diagonal in the same eigenvectors.

In electronic structure, let h be a Hermitian one-particle Hamiltonian of non-interacting electrons in a finite orthonormal basis, with no level at the chemical potential μ. For H = μ1 − h, P is then the zero-temperature one-particle density matrix, the projector onto the levels below μ.

### What the Lean theorems say

The finite type `n` labels the eigenvalues as well as the rows and columns. `fromSpectrum R f` is R diag(f) R⁻¹, and the hypothesis `IsUnit R.det` says that R is invertible. The columns of R need not be orthogonal, so H need not be Hermitian or normal, and P is in general an oblique projector. The function `e : n → ℂ` lists the eigenvalues, with repetitions allowed.

`newton z k` is the scalar iterate xₖ(z). `signIter H k` is Xₖ, and it is computed from H alone, without R or e. `reSign z` is the sign of Re z, regarded as a complex number.

The hypothesis `he` says that every eigenvalue has nonzero real part. For H = μ1 − h it means that no level is equal to μ. Under these two hypotheses, `signIter_tendsto` states that every iterate has an invertible determinant and that the sequence converges to `fromSpectrum R (fun i => reSign (e i))`. Convergence is entry by entry, which in finite dimension is the same as convergence in any norm.

`projector_tendsto` states that (1 + Xₖ)/2 converges to `positiveProjector R e`, that this limit is idempotent, and that it commutes with H.

Matrices with nontrivial Jordan blocks are not covered, nor are operators on infinite-dimensional spaces. The arithmetic is exact, so rounding errors play no part, and the matrix theorems give no error bound after a fixed number of steps.

```lean
import Mathlib

open Matrix Filter Topology

namespace NewtonMatrixSign

noncomputable section

variable {n : Type*} [Fintype n] [DecidableEq n]

/-- The Newton iteration `x ↦ (x + x⁻¹) / 2` for a single complex number, started at `z`. -/
def newton (z : ℂ) : ℕ → ℂ
  | 0 => z
  | k + 1 => (newton z k + (newton z k)⁻¹) / 2

/-- The Newton iteration `X ↦ (X + X⁻¹) / 2` for a complex matrix, started at `H`. -/
def signIter (H : Matrix n n ℂ) : ℕ → Matrix n n ℂ
  | 0 => H
  | k + 1 => (1 / 2 : ℂ) • (signIter H k + (signIter H k)⁻¹)

/-- The matrix `R diag(f) R⁻¹`. For invertible `R` it has the eigenvalues `f` and the columns of `R`
as eigenvectors. -/
def fromSpectrum (R : Matrix n n ℂ) (f : n → ℂ) : Matrix n n ℂ :=
  R * diagonal f * R⁻¹

/-- The sign of the real part of a complex number. -/
def reSign (z : ℂ) : ℂ := ((Real.sign z.re : ℝ) : ℂ)

/-- For invertible `R`, the projector onto the eigenvectors (columns of `R`) whose eigenvalues `e i`
have positive real part, along the remaining columns. -/
def positiveProjector (R : Matrix n n ℂ) (e : n → ℂ) : Matrix n n ℂ :=
  fromSpectrum R (fun i => if 0 < (e i).re then 1 else 0)

/-- The real part of every scalar iterate is a positive multiple of the initial real part. -/
theorem newton_re (z : ℂ) (k : ℕ) : ∃ c : ℝ, 0 < c ∧ (newton z k).re = c * z.re := by
  induction k with
  | zero => exact ⟨1, one_pos, by simp [newton]⟩
  | succ k ih =>
    obtain ⟨c, hc, h⟩ := ih
    have hn : 0 ≤ (Complex.normSq (newton z k))⁻¹ := inv_nonneg.2 (Complex.normSq_nonneg _)
    refine ⟨(1 + (Complex.normSq (newton z k))⁻¹) / 2 * c, by positivity, ?_⟩
    have hs : newton z (k + 1)
        = ((1 / 2 : ℝ) : ℂ) * (newton z k + (newton z k)⁻¹) := by
      simp only [newton]
      push_cast
      ring
    rw [hs, Complex.re_ofReal_mul, Complex.add_re, Complex.inv_re, h]
    ring

/-- The scalar iteration is odd in its starting value. -/
theorem newton_neg (z : ℂ) (k : ℕ) : newton (-z) k = -newton z k := by
  induction k with
  | zero => rfl
  | succ k ih =>
    simp only [newton, ih, inv_neg]
    ring

/-- In the right half-plane the Cayley transform of the `k`-th iterate is that of the
starting value raised to the power `2 ^ k`. -/
theorem newton_cayley {z : ℂ} (hz : 0 < z.re) (k : ℕ) :
    newton z k + 1 ≠ 0 ∧
      (newton z k - 1) / (newton z k + 1) = ((z - 1) / (z + 1)) ^ 2 ^ k := by
  have hpos : ∀ j, 0 < (newton z j).re := fun j => by
    obtain ⟨c, hc, h⟩ := newton_re z j
    rw [h]
    exact mul_pos hc hz
  have hne : ∀ j, newton z j + 1 ≠ 0 := fun j h => by
    have h1 := congrArg Complex.re h
    rw [Complex.add_re, Complex.one_re, Complex.zero_re] at h1
    linarith [hpos j]
  refine ⟨hne k, ?_⟩
  induction k with
  | zero => simp [newton]
  | succ k ih =>
    have h0 : newton z k ≠ 0 := fun h => by
      have h1 := hpos k
      rw [h, Complex.zero_re] at h1
      exact lt_irrefl _ h1
    rw [pow_succ, pow_mul, ← ih]
    simp only [newton]
    generalize newton z k = w at h0
    -- numerator and denominator are both perfect squares over `2 w`
    have h1 : (w + w⁻¹) / 2 - 1 = (w - 1) ^ 2 / (2 * w) := by
      field_simp
      ring
    have h2 : (w + w⁻¹) / 2 + 1 = (w + 1) ^ 2 / (2 * w) := by
      field_simp
      ring
    rw [h1, h2, div_div_div_cancel_right₀ (mul_ne_zero two_ne_zero h0), div_pow]

/-- Off the imaginary axis the scalar iteration converges to the sign of the real part. -/
theorem newton_tendsto {z : ℂ} (hz : z.re ≠ 0) :
    Tendsto (newton z) atTop (𝓝 (reSign z)) := by
  have key : ∀ y : ℂ, 0 < y.re → Tendsto (newton y) atTop (𝓝 1) := by
    intro y hy
    have hsq : ‖y - 1‖ ^ 2 < ‖y + 1‖ ^ 2 := by
      rw [Complex.sq_norm, Complex.sq_norm, Complex.normSq_apply, Complex.normSq_apply]
      simp only [Complex.sub_re, Complex.add_re, Complex.one_re, Complex.sub_im,
        Complex.add_im, Complex.one_im]
      nlinarith
    have hlt : ‖y - 1‖ < ‖y + 1‖ := lt_of_pow_lt_pow_left₀ 2 (norm_nonneg _) hsq
    have hq : ‖(y - 1) / (y + 1)‖ < 1 := by
      rw [norm_div, div_lt_one (lt_of_le_of_lt (norm_nonneg _) hlt)]
      exact hlt
    have h2 : Tendsto (fun k : ℕ => 2 ^ k) atTop atTop :=
      tendsto_atTop_mono (fun k => (Nat.lt_two_pow_self (n := k)).le) tendsto_id
    have hc : Tendsto (fun k : ℕ => ((y - 1) / (y + 1)) ^ 2 ^ k) atTop (𝓝 0) :=
      (tendsto_pow_atTop_nhds_zero_of_norm_lt_one hq).comp h2
    have h := ((tendsto_const_nhds (x := (1 : ℂ))).add hc).div
      ((tendsto_const_nhds (x := (1 : ℂ))).sub hc) (by norm_num)
    rw [show ((1 : ℂ) + 0) / (1 - 0) = 1 by norm_num] at h
    -- undo the Cayley transform
    refine h.congr (fun k => ?_)
    obtain ⟨hx, hk⟩ := newton_cayley hy k
    show (1 + ((y - 1) / (y + 1)) ^ 2 ^ k) / (1 - ((y - 1) / (y + 1)) ^ 2 ^ k) = _
    rw [← hk]
    have a1 : 1 + (newton y k - 1) / (newton y k + 1)
        = 2 * newton y k / (newton y k + 1) := by
      field_simp
      ring
    have a2 : 1 - (newton y k - 1) / (newton y k + 1) = 2 / (newton y k + 1) := by
      field_simp
      ring
    rw [a1, a2, div_div_div_cancel_right₀ hx]
    ring
  unfold reSign
  rcases lt_or_gt_of_ne hz with h | h
  · have h1 := (key (-z) (by rw [Complex.neg_re]; linarith)).neg
    rw [Real.sign_of_neg h, Complex.ofReal_neg, Complex.ofReal_one]
    exact h1.congr (fun k => by rw [newton_neg, neg_neg])
  · rw [Real.sign_of_pos h, Complex.ofReal_one]
    exact key z h

/-- Started on the imaginary axis, the scalar iteration (with `0⁻¹` read as `0`) stays at
distance at least one from both `1` and `-1`. -/
theorem newton_imaginary {z : ℂ} (hz : z.re = 0) (k : ℕ) :
    1 ≤ ‖newton z k - 1‖ ∧ 1 ≤ ‖newton z k + 1‖ := by
  obtain ⟨c, -, h⟩ := newton_re z k
  have h0 : (newton z k).re = 0 := by rw [h, hz, mul_zero]
  exact ⟨by simpa [h0] using Complex.abs_re_le_norm (newton z k - 1),
    by simpa [h0] using Complex.abs_re_le_norm (newton z k + 1)⟩

/-- Matrices with common eigenvectors multiply eigenvalue by eigenvalue. -/
theorem fromSpectrum_mul {R : Matrix n n ℂ} (hR : IsUnit R.det) (f g : n → ℂ) :
    fromSpectrum R f * fromSpectrum R g = fromSpectrum R (fun i => f i * g i) := by
  unfold fromSpectrum
  calc R * diagonal f * R⁻¹ * (R * diagonal g * R⁻¹)
      = R * diagonal f * (R⁻¹ * R) * diagonal g * R⁻¹ := by simp only [Matrix.mul_assoc]
    _ = R * diagonal (fun i => f i * g i) * R⁻¹ := by
      rw [Matrix.nonsing_inv_mul R hR, Matrix.mul_one, Matrix.mul_assoc R,
        Matrix.diagonal_mul_diagonal]

lemma fromSpectrum_one {R : Matrix n n ℂ} (hR : IsUnit R.det) :
    fromSpectrum R (fun _ => 1) = 1 := by
  unfold fromSpectrum
  rw [Matrix.diagonal_one, Matrix.mul_one, Matrix.mul_nonsing_inv R hR]

lemma fromSpectrum_avg (R : Matrix n n ℂ) (f g : n → ℂ) :
    (1 / 2 : ℂ) • (fromSpectrum R f + fromSpectrum R g)
      = fromSpectrum R (fun i => (f i + g i) / 2) := by
  have h : diagonal (fun i => (f i + g i) / 2)
      = (1 / 2 : ℂ) • (diagonal f + diagonal g) := by
    ext i j
    rcases eq_or_ne i j with rfl | hij
    · simp only [Matrix.diagonal_apply_eq, Matrix.smul_apply, Matrix.add_apply, smul_eq_mul]
      ring
    · simp [hij]
  unfold fromSpectrum
  rw [h, Matrix.mul_smul, Matrix.smul_mul, Matrix.mul_add, Matrix.add_mul]

lemma fromSpectrum_mul_inv {R : Matrix n n ℂ} (hR : IsUnit R.det) {f : n → ℂ}
    (hf : ∀ i, f i ≠ 0) : fromSpectrum R f * fromSpectrum R (fun i => (f i)⁻¹) = 1 := by
  rw [fromSpectrum_mul hR, ← fromSpectrum_one hR]
  congr 1
  funext i
  exact mul_inv_cancel₀ (hf i)

/-- For a diagonalisable matrix with no eigenvalue on the imaginary axis, every Newton iterate
is invertible and the iterates converge to the matrix with the same eigenvectors and each
eigenvalue replaced by the sign of its real part. -/
theorem signIter_tendsto {R : Matrix n n ℂ} (hR : IsUnit R.det) {e : n → ℂ}
    (he : ∀ i, (e i).re ≠ 0) :
    (∀ k, IsUnit (signIter (fromSpectrum R e) k).det) ∧
      Tendsto (signIter (fromSpectrum R e)) atTop
        (𝓝 (fromSpectrum R (fun i => reSign (e i)))) := by
  have hne : ∀ k i, newton (e i) k ≠ 0 := fun k i h => by
    obtain ⟨c, hc, h1⟩ := newton_re (e i) k
    rw [h, Complex.zero_re] at h1
    exact mul_ne_zero hc.ne' (he i) h1.symm
  -- the matrix iteration acts on each eigenvalue separately
  have hform : ∀ k, signIter (fromSpectrum R e) k
      = fromSpectrum R (fun i => newton (e i) k) := by
    intro k
    induction k with
    | zero => rfl
    | succ k ih =>
      simp only [signIter, newton]
      rw [ih, Matrix.inv_eq_right_inv (fromSpectrum_mul_inv hR (hne k)), fromSpectrum_avg]
  refine ⟨fun k => ?_, ?_⟩
  · rw [hform k]
    exact Matrix.isUnit_det_of_right_inverse (fromSpectrum_mul_inv hR (hne k))
  · have hcont : Continuous (fun f : n → ℂ => fromSpectrum R f) :=
      (continuous_const.matrix_mul (Continuous.matrix_diagonal continuous_id)).matrix_mul
        continuous_const
    have hlim : Tendsto (fun k i => newton (e i) k) atTop (𝓝 (fun i => reSign (e i))) :=
      tendsto_pi_nhds.2 (fun i => newton_tendsto (he i))
    exact ((hcont.tendsto _).comp hlim).congr (fun k => (hform k).symm)

/-- The matrices `(1 + X_k) / 2` built from the Newton iterates converge to the projector onto the
eigenvectors whose eigenvalues have positive real part, provided that no eigenvalue of `H = R
diag(e) R⁻¹` lies on the imaginary axis. This projector is idempotent and commutes with `H`. -/
theorem projector_tendsto {R : Matrix n n ℂ} (hR : IsUnit R.det) {e : n → ℂ}
    (he : ∀ i, (e i).re ≠ 0) :
    Tendsto (fun k => (1 / 2 : ℂ) • (1 + signIter (fromSpectrum R e) k)) atTop
        (𝓝 (positiveProjector R e)) ∧
      positiveProjector R e * positiveProjector R e = positiveProjector R e ∧
      positiveProjector R e * fromSpectrum R e
        = fromSpectrum R e * positiveProjector R e := by
  refine ⟨?_, ?_, ?_⟩
  · have hP : positiveProjector R e
        = (1 / 2 : ℂ) • (1 + fromSpectrum R (fun i => reSign (e i))) := by
      rw [← fromSpectrum_one hR, fromSpectrum_avg]
      unfold positiveProjector
      congr 1
      funext i
      rcases lt_or_gt_of_ne (he i) with h | h
      · norm_num [reSign, Real.sign_of_neg h, not_lt.2 h.le]
      · norm_num [reSign, Real.sign_of_pos h, h]
    rw [hP]
    exact (tendsto_const_nhds.add (signIter_tendsto hR he).2).const_smul (1 / 2 : ℂ)
  · unfold positiveProjector
    rw [fromSpectrum_mul hR]
    congr 1
    funext i
    split_ifs <;> simp
  · unfold positiveProjector
    rw [fromSpectrum_mul hR, fromSpectrum_mul hR]
    congr 1
    funext i
    exact mul_comm _ _

end

end NewtonMatrixSign
```

```lean
#print axioms NewtonMatrixSign.newton_imaginary
#print axioms NewtonMatrixSign.signIter_tendsto
#print axioms NewtonMatrixSign.projector_tendsto
```

```
'NewtonMatrixSign.newton_imaginary' depends on axioms: [propext, Classical.choice, Quot.sound]
'NewtonMatrixSign.signIter_tendsto' depends on axioms: [propext, Classical.choice, Quot.sound]
'NewtonMatrixSign.projector_tendsto' depends on axioms: [propext, Classical.choice, Quot.sound]
```

### How the proof follows the calculation

`newton_re` is the statement about half-planes. It is proved by induction and collects the positive factors of all steps into one constant `c`. `newton_neg` is the oddness of the iteration.

`newton_cayley` proves that xₖ + 1 is nonzero and that qₖ = q₀^(2ᵏ). In the induction step, `pow_succ` and `pow_mul` turn the new power into the square of the old one. The facts `h1` and `h2` are the two perfect squares above, obtained with `field_simp` and `ring`, and the common denominator 2xₖ then cancels.

In `newton_tendsto`, the auxiliary statement `key` treats the right half-plane. `nlinarith` supplies the comparison of |y − 1|² with |y + 1|², from which |q₀| < 1 follows. The powers of q₀ tend to zero, and so do those with exponents 2ᵏ. The limit laws for sums and quotients are applied to (1 + qₖ)/(1 − qₖ), and the remaining algebra identifies this quotient with xₖ. The left half-plane follows from `key` at −z.

The `fromSpectrum` lemmas carry this over to matrices. `fromSpectrum_mul` cancels the inner R⁻¹R, so that eigenvalues multiply one by one. `fromSpectrum_one` writes the identity in the same form, `fromSpectrum_avg` averages eigenvalues, and `fromSpectrum_mul_inv` exhibits the inverse.

In `signIter_tendsto`, `hne` records that no scalar iterate vanishes, and `hform` is the inductive formula for Xₖ. Invertibility is read off from the explicit inverse. For the limit, `hlim` combines the scalar limits over all i, and `hcont` passes them through the continuous map f ↦ R diag(f) R⁻¹.

`projector_tendsto` first writes the projector as (1 + S)/2 by checking the two possible signs, and then uses the limit already proved. Idempotence and commutation reduce to identities between eigenvalues through `fromSpectrum_mul`.

### An eigenvalue on the imaginary axis

Without the condition Re eᵢ ≠ 0, each of the two conclusions, invertibility and convergence, can fail already for a 1 × 1 matrix. Write I for the imaginary unit. Starting from H = I gives

X₁ = (I + 1/I)/2 = (I − I)/2 = 0,

which is singular, so the iteration breaks down after one step. Starting from H = I/√3 gives

X₁ = (I/√3 − √3 I)/2 = −I/√3,

and by oddness X₂ = I/√3 again. Here every iterate is invertible, but the sequence alternates between two values for ever.

The theorem `newton_imaginary` gives a general bound for such starting values: if Re z = 0, every scalar iterate is at distance at least one from both 1 and −1. The real part remains zero, and the modulus of xₖ ∓ 1 is at least the modulus of its real part, which is 1. Lean reads 0⁻¹ as 0, so the bound also applies to a start such as z = I, where the ordinary iteration stops.
